# The first-order force on the nucleus of a one-electron ion in a uniform field is $(Z-1)F$

Q: You cut the electron density off after the first power of the field. Why not use the true ground state in the field?

A: There is none. A uniform field that fills all space lowers the electron's potential energy without limit on one side, so the electron can tunnel out. The first-order response is still well defined, and the model uses that. A nucleus of charge $Z>0$ is clamped at the origin and binds one non-relativistic electron, the field $F$ points along the polar axis, and the units are atomic. The force on the nucleus then comes out as $(Z-1)F$, which is zero for hydrogen.

```lean
import Mathlib

open Real MeasureTheory Set

namespace HydrogenicNuclearScreening

noncomputable section
```

Q: Which unperturbed state do you start from?

A: The 1s orbital $\psi_0(r)=\sqrt{Z^3/\pi}\,e^{-Zr}$, called `orbital`. Since $\psi_0'=-Z\psi_0$,

$$-\tfrac12\left(\psi_0''+\tfrac2r\psi_0'\right)-\tfrac Zr\psi_0=-\tfrac{Z^2}{2}\psi_0 ,$$

so its energy is $E_0=-Z^2/2$. The file takes this eigenvalue equation as known; it does prove the normalisation.

```lean
/-- The 1s orbital of one electron bound to a nucleus of charge `Z > 0`, in atomic units. -/
def orbital (Z r : ℝ) : ℝ := Real.sqrt (Z ^ 3 / π) * Real.exp (-(Z * r))
```

Q: The electron is negative. Does it move against the field in your formulas?

A: Yes. Its energy in the field is $+Fz$ with $z=r\cos t$, where $t$ is the polar angle. The first-order change of the orbital is $\psi_1=R(r)\cos t$, with

$$R(r)=-F\left(\frac{r}{Z^2}+\frac{r^2}{2Z}\right)\psi_0(r).$$

For $F>0$ this adds amplitude at negative $z$. The Lean name of $R$ is `response`.

```lean
/-- Radial factor of the first-order response of the 1s orbital to a uniform field `F`,
for `Z > 0`; the full response is this factor times `cos t`. -/
def response (Z F r : ℝ) : ℝ := -F * (r / Z ^ 2 + r ^ 2 / (2 * Z)) * orbital Z r
```

Squaring $\psi_0+\psi_1$ gives $\psi_0^2+2\psi_0R\cos t$ plus terms of order $F^2$. The middle term is the induced density.

```lean
/-- The electron density induced to first order in the field, for `Z > 0`. -/
def inducedDensity (Z F r t : ℝ) : ℝ := 2 * orbital Z r * response Z F r * Real.cos t
```

Adding $\psi_0^2$ gives the density through first order. Because the $F^2$ terms are dropped, it turns negative far from the nucleus on one side when $F\neq0$, so it is an expansion and not the density of an actual state.

```lean
/-- The electron density through first order in the field, for `Z > 0`. -/
def totalDensity (Z F r t : ℝ) : ℝ := orbital Z r ^ 2 + inducedDensity Z F r t
```

Q: How does a density become a force?

A: By Coulomb's law. An electron at $(r,t)$ attracts a unit positive charge at the origin with axial component $\cos t/r^2$. The volume element, after the azimuthal integration, is $2\pi r^2\sin t\,dr\,dt$. In `electronPull` the argument `n` is a number density, positive where there are electrons, and the attraction is already in the sign of the kernel.

```lean
/-- Axial Coulomb pull of an axially symmetric electron density `n r t` on a unit positive
charge at the origin: kernel `cos t / r ^ 2`, volume element `2 π r ^ 2 sin t`. -/
def electronPull (n : ℝ → ℝ → ℝ) : ℝ :=
  2 * π * ∫ r in Ioi (0 : ℝ), ∫ t in (0 : ℝ)..π,
    n r t * (Real.cos t / r ^ 2) * (r ^ 2 * Real.sin t)
```

The nucleus has charge $Z$, so both the field and the pull are multiplied by $Z$.

```lean
/-- Axial force on a nucleus of charge `Z` from the field `F` and the electron density `n`. -/
def nuclearForce (Z F : ℝ) (n : ℝ → ℝ → ℝ) : ℝ := Z * F + Z * electronPull n
```

Q: Is that the force a physicist means, minus the derivative of the energy with respect to the nuclear position?

A: The Hellmann–Feynman theorem identifies the two. Here the electrostatic expression is the definition, and its link to the energy is assumed.

Q: Then let me see the integrals.

A: All the radial ones have the form

$$\int_0^\infty r^k e^{-ar}\,dr=\frac{k!}{a^{k+1}},\qquad a>0 .$$

The proof takes Mathlib's Gamma integral at exponent $k+1$ and uses $\Gamma(k+1)=k!$.

```lean
/-- The radial moments of an exponential density. -/
theorem radial_moment (k : ℕ) {a : ℝ} (ha : 0 < a) :
    ∫ r in Ioi (0 : ℝ), r ^ k * Real.exp (-(a * r)) = (k.factorial : ℝ) / a ^ (k + 1) := by
  have h := Real.integral_rpow_mul_exp_neg_mul_Ioi (a := (k : ℝ) + 1) (r := a)
    (by positivity) ha
  have e : (k : ℝ) + 1 = ((k + 1 : ℕ) : ℝ) := by push_cast; ring
  rw [Real.Gamma_nat_eq_factorial] at h
  simp only [add_sub_cancel_right, Real.rpow_natCast] at h
  rw [h, e, Real.rpow_natCast, one_div, inv_pow, div_eq_mul_inv, mul_comm]
```

To split an integral of a sum, Lean also needs each term to be integrable. The next lemma argues by contradiction: Lean gives a non-integrable function the integral zero, but the moment just computed is positive.

```lean
private lemma moment_integrable (k : ℕ) {a : ℝ} (ha : 0 < a) :
    Integrable (fun r : ℝ => r ^ k * Real.exp (-(a * r))) (volume.restrict (Ioi 0)) := by
  by_contra h
  have h1 := radial_moment k ha
  rw [integral_undef h] at h1
  have h2 : 0 < (k.factorial : ℝ) / a ^ (k + 1) := by positivity
  linarith
```

Squaring the orbital gives $\psi_0^2=(Z^3/\pi)e^{-2Zr}$.

```lean
private lemma orbital_sq {Z : ℝ} (hZ : 0 < Z) (r : ℝ) :
    orbital Z r ^ 2 = Z ^ 3 / π * Real.exp (-(2 * Z * r)) := by
  rw [orbital, mul_pow, Real.sq_sqrt (by positivity), sq (Real.exp _), ← Real.exp_add]
  congr 2
  ring
```

With $k=2$ and $a=2Z$ the normalisation follows:

$$4\pi\int_0^\infty r^2\psi_0^2\,dr=4Z^3\cdot\frac{2}{(2Z)^3}=1 .$$

```lean
/-- The 1s orbital holds exactly one electron. -/
theorem orbital_normalized {Z : ℝ} (hZ : 0 < Z) :
    4 * π * ∫ r in Ioi (0 : ℝ), r ^ 2 * orbital Z r ^ 2 = 1 := by
  have h : ∀ r : ℝ, r ^ 2 * orbital Z r ^ 2
      = Z ^ 3 / π * (r ^ 2 * Real.exp (-(2 * Z * r))) := by
    intro r
    rw [orbital_sq hZ]
    ring
  have hpi := Real.pi_ne_zero
  simp_rw [h]
  rw [integral_const_mul, radial_moment 2 (by positivity : 0 < 2 * Z)]
  norm_num [Nat.factorial]
  field_simp
  norm_num
```

Q: You wrote $R$ down without deriving it. With a suitable $R$ I could get any force I like.

A: That is why the file checks it against the Hamiltonian. The first-order equation is $(H_0-E_0)\psi_1=-Fz\psi_0$, where $H_0$ is the Hamiltonian without the field; the first-order energy vanishes by parity. For a function $R(r)\cos t$ the angular part of the Laplacian gives $-2R/r^2$, so the equation becomes

$$-\tfrac12\left(R''+\tfrac2rR'-\tfrac{2}{r^2}R\right)-\tfrac ZrR+\tfrac{Z^2}{2}R=-Fr\psi_0 .$$

Differentiating with $\psi_0'=-Z\psi_0$ gives

$$R'=-F\left(\tfrac1{Z^2}-\tfrac{r^2}{2}\right)\psi_0,\qquad R''=-F\left(\tfrac{Zr^2}{2}-r-\tfrac1Z\right)\psi_0 .$$

Insert these and divide the left side by $-F\psi_0$. The kinetic part is $-\tfrac{Zr^2}{4}+r+\tfrac1Z$, the nuclear attraction gives $-\tfrac1Z-\tfrac r2$, and the energy term gives $\tfrac r2+\tfrac{Zr^2}{4}$. The sum is $r$, as required.

In the proof, `h1` and `h2` are these two derivatives, and the final `field_simp` and `ring` do the cancellation.

```lean
/-- The response solves the first-order perturbation equation `(H₀ - E₀) ψ₁ = -F z ψ₀`
in its radial p-wave form, with `E₀ = -Z ^ 2 / 2`. -/
theorem response_equation {Z r : ℝ} (F : ℝ) (hZ : 0 < Z) (hr : 0 < r) :
    -(1 / 2) * (deriv (deriv (response Z F)) r + 2 / r * deriv (response Z F) r
        - 2 / r ^ 2 * response Z F r)
      - Z / r * response Z F r + Z ^ 2 / 2 * response Z F r = -F * r * orbital Z r := by
  have ho : ∀ x, HasDerivAt (orbital Z) (-Z * orbital Z x) x := fun x =>
    (((hasDerivAt_id' x).const_mul Z).fun_neg.exp.const_mul
      (Real.sqrt (Z ^ 3 / π))).congr_deriv (by unfold orbital; ring)
  have hsq : ∀ x : ℝ, HasDerivAt (fun y : ℝ => y ^ 2) (2 * x) x := fun x => by
    simpa using hasDerivAt_pow 2 x
  -- first derivative of the response
  have h1 : ∀ x, HasDerivAt (response Z F) (-F * (1 / Z ^ 2 - x ^ 2 / 2) * orbital Z x) x :=
    fun x => (((((hasDerivAt_id' x).div_const (Z ^ 2)).fun_add
      ((hsq x).div_const (2 * Z))).const_mul (-F)).fun_mul (ho x)).congr_deriv (by
        field_simp
        ring)
  have hd : deriv (response Z F) = fun x => -F * (1 / Z ^ 2 - x ^ 2 / 2) * orbital Z x :=
    funext fun x => (h1 x).deriv
  -- second derivative of the response
  have h2 : HasDerivAt (fun x => -F * (1 / Z ^ 2 - x ^ 2 / 2) * orbital Z x)
      (-F * (Z * r ^ 2 / 2 - r - 1 / Z) * orbital Z r) r :=
    (((((hsq r).div_const 2).const_sub (1 / Z ^ 2)).const_mul (-F)).fun_mul
      (ho r)).congr_deriv (by
        field_simp
        ring)
  rw [hd, h2.deriv]
  unfold response
  field_simp
  ring
```

Q: Does that make $R$ the only solution?

A: The theorem says that $R$ solves the equation for $r>0$. The physical choice is the solution that is regular at the origin and decays at infinity, and the formula for $R$ shows both properties. Uniqueness is not proved.

Q: All of the electron's net charge sits in the spherical part $\psi_0^2$. Where does it go?

A: It drops out in the angular integral. For constants $a$ and $b$,

$$\int_0^\pi(a+b\cos t)\cos t\sin t\,dt=\left[\tfrac a2\sin^2t-\tfrac b3\cos^3t\right]_0^\pi=\tfrac23\,b .$$

Lean differentiates the bracket and applies the fundamental theorem of calculus.

```lean
private lemma angular_integral (a b : ℝ) :
    ∫ t in (0 : ℝ)..π, (a + b * Real.cos t) * Real.cos t * Real.sin t = b * (2 / 3) := by
  have h : ∀ t ∈ uIcc (0 : ℝ) π, HasDerivAt
      (fun t => a / 2 * (Real.sin t * Real.sin t)
        - b / 3 * (Real.cos t * Real.cos t * Real.cos t))
      ((a + b * Real.cos t) * Real.cos t * Real.sin t) t := fun t _ => by
    have hs := Real.hasDerivAt_sin t
    have hc := Real.hasDerivAt_cos t
    exact (((hs.fun_mul hs).const_mul (a / 2)).fun_sub
      (((hc.fun_mul hc).fun_mul hc).const_mul (b / 3))).congr_deriv (by ring)
  rw [intervalIntegral.integral_eq_sub_of_hasDerivAt h
    (Continuous.intervalIntegrable (by fun_prop) _ _)]
  simp only [Real.sin_pi, Real.cos_pi, Real.sin_zero, Real.cos_zero]
  ring
```

In the pull, the $1/r^2$ of the kernel cancels the $r^2$ of the volume element at every $r>0$. A density $g(r)+f(r)\cos t$ therefore pulls with

$$2\pi\cdot\tfrac23\int_0^\infty f\,dr=\frac{4\pi}{3}\int_0^\infty f\,dr ,$$

and $g$ has no effect. The proof makes the replacement under the radial integral with `setIntegral_congr_fun`.

```lean
/-- The axial pull of a density `g r + f r * cos t` on a unit positive charge at the origin is `4 π
/ 3` times the radial integral of `f`; the spherical part `g` does not enter. -/
theorem electronPull_dipole (g f : ℝ → ℝ) :
    electronPull (fun r t => g r + f r * Real.cos t) = 4 * π / 3 * ∫ r in Ioi (0 : ℝ), f r := by
  have h : ∀ r ∈ Ioi (0 : ℝ), (∫ t in (0 : ℝ)..π, (g r + f r * Real.cos t)
      * (Real.cos t / r ^ 2) * (r ^ 2 * Real.sin t)) = f r * (2 / 3) := by
    intro r hr
    have hr0 : r ≠ 0 := ne_of_gt hr
    rw [← angular_integral (g r) (f r)]
    congr 1
    ext t
    field_simp
  unfold electronPull
  rw [setIntegral_congr_fun measurableSet_Ioi (fun r hr => h r hr), integral_mul_const]
  ring
```

Q: And for the actual dipole part?

A: Here $f=2\psi_0R$, which is

$$2\psi_0R=-\frac{2FZ}{\pi}\,r\,e^{-2Zr}-\frac{FZ^2}{\pi}\,r^2e^{-2Zr}.$$

The two moments are $1/(4Z^2)$ and $1/(4Z^3)$, so

$$\int_0^\infty 2\psi_0R\,dr=-\frac{F}{2\pi Z}-\frac{F}{4\pi Z}=-\frac{3F}{4\pi Z}.$$

The Lean proof follows the same split, with the integrability lemma justifying `integral_add`.

```lean
private lemma radial_integral {Z : ℝ} (F : ℝ) (hZ : 0 < Z) :
    ∫ r in Ioi (0 : ℝ), 2 * orbital Z r * response Z F r = -(3 * F) / (4 * π * Z) := by
  have hpi := Real.pi_ne_zero
  have h2Z : 0 < 2 * Z := by positivity
  have h : ∀ r : ℝ, 2 * orbital Z r * response Z F r
      = -(2 * F * Z / π) * (r ^ 1 * Real.exp (-(2 * Z * r)))
        + -(F * Z ^ 2 / π) * (r ^ 2 * Real.exp (-(2 * Z * r))) := by
    intro r
    calc 2 * orbital Z r * response Z F r
        = -2 * F * (r / Z ^ 2 + r ^ 2 / (2 * Z)) * orbital Z r ^ 2 := by
          unfold response; ring
      _ = _ := by
          rw [orbital_sq hZ]
          field_simp
          ring
  simp_rw [h]
  rw [integral_add ((moment_integrable 1 h2Z).const_mul _)
    ((moment_integrable 2 h2Z).const_mul _), integral_const_mul, integral_const_mul,
    radial_moment 1 h2Z, radial_moment 2 h2Z]
  norm_num [Nat.factorial]
  field_simp
  ring
```

Multiplying by $4\pi/3$ gives a pull of $-F/Z$ on a unit charge. The force on the nucleus is

$$ZF+Z\left(-\frac FZ\right)=(Z-1)F .$$

In words, `nuclearForce_eq` says that for every real $F$ and every real $Z>0$, the field and the first-order density together exert this force.

```lean
/-- Through first order in the field, the force on the nucleus of a one-electron ion is the
net charge `Z - 1` of the ion times the field. -/
theorem nuclearForce_eq {Z : ℝ} (F : ℝ) (hZ : 0 < Z) :
    nuclearForce Z F (totalDensity Z F) = (Z - 1) * F := by
  have hpi := Real.pi_ne_zero
  have h := electronPull_dipole (fun r => orbital Z r ^ 2)
    (fun r => 2 * orbital Z r * response Z F r)
  rw [radial_integral F hZ] at h
  change electronPull (totalDensity Z F) = _ at h
  rw [nuclearForce, h]
  field_simp
  ring
```

Q: Does this matter for a solid-state code?

A: In an LAPW calculation, a core density kept spherical exerts no pull on its own nucleus. In this one-electron, first-order model the dipole part that such a density omits contributes a force $-F$, whatever the value of $Z$. Practical LAPW force formulas include a separate core correction, so a spherical core density does not by itself mean that the reported force lacks this term.

Q: So screening is complete only for the neutral atom?

A: Within this family, yes. If $F\neq0$, the product $(Z-1)F$ vanishes exactly when $Z=1$, and the proof is that factorisation.

```lean
/-- In a nonzero field the first-order force on the nucleus vanishes exactly when `Z = 1`. -/
theorem screening_complete_iff {Z F : ℝ} (hZ : 0 < Z) (hF : F ≠ 0) :
    nuclearForce Z F (totalDensity Z F) = 0 ↔ Z = 1 := by
  rw [nuclearForce_eq F hZ, mul_eq_zero, or_iff_left hF, sub_eq_zero]
```

Q: What goes wrong without $Z>0$?

A: Take $Z=0$ and $F=1$. Both terms of `nuclearForce` carry a factor $Z$, so the force is $0$, while $(Z-1)F=-1$. The force formula fails, and so does the criterion, because the force vanishes although $Z\neq1$. Physically, there is no nucleus left to bind the electron.

Q: Now give me hydrogen with an explicit density, without your definitions in the way.

A: Setting $Z=1$ gives $\psi_0^2=e^{-2r}/\pi$, and the induced density is

$$n(r,t)=-\frac{2F}{\pi}\left(r+\frac{r^2}{2}\right)e^{-2r}\cos t .$$

```lean
/-- The induced density of the hydrogen atom in closed form. -/
theorem inducedDensity_hydrogen (F r t : ℝ) :
    inducedDensity 1 F r t
      = -(2 * F / π) * (r + r ^ 2 / 2) * Real.exp (-2 * r) * Real.cos t := by
  have hs := orbital_sq one_pos r
  rw [show -(2 * 1 * r) = -2 * r by ring] at hs
  calc inducedDensity 1 F r t
      = -2 * F * (r + r ^ 2 / 2) * orbital 1 r ^ 2 * Real.cos t := by
        unfold inducedDensity response; ring
    _ = _ := by rw [hs]; ring
```

The last theorem contains only this formula and the integrals. The factors $1/r^2$ and $r^2$ have been cancelled, and the spherical density is left out because it does not pull. It states

$$F+2\pi\int_0^\infty\!\!\int_0^\pi n(r,t)\cos t\sin t\,dt\,dr=0 .$$

By the angular and radial results at $Z=1$, the left side is

$$F+2\pi\cdot\frac23\cdot\left(-\frac{3F}{4\pi}\right)=F-F=0 .$$

The proof goes the same way: `h` does the angular integral for each $r$, and `radial_integral` supplies the rest.

```lean
/-- For hydrogen, the field at the nucleus and the pull of the induced density cancel. -/
theorem hydrogen_screening (F : ℝ) :
    F + 2 * π * ∫ r in Ioi (0 : ℝ), ∫ t in (0 : ℝ)..π,
      (-(2 * F / π) * (r + r ^ 2 / 2) * Real.exp (-2 * r) * Real.cos t)
        * Real.cos t * Real.sin t = 0 := by
  have hpi := Real.pi_ne_zero
  have h : ∀ r : ℝ, (∫ t in (0 : ℝ)..π,
      (-(2 * F / π) * (r + r ^ 2 / 2) * Real.exp (-2 * r) * Real.cos t)
        * Real.cos t * Real.sin t) = (2 * orbital 1 r * response 1 F r) * (2 / 3) := by
    intro r
    rw [← angular_integral 0 (2 * orbital 1 r * response 1 F r)]
    congr 1
    ext t
    rw [← inducedDensity_hydrogen, inducedDensity]
    ring
  simp_rw [h]
  rw [integral_mul_const, radial_integral F one_pos]
  field_simp
  ring

end

end HydrogenicNuclearScreening
```

```lean
#print axioms HydrogenicNuclearScreening.response_equation
#print axioms HydrogenicNuclearScreening.nuclearForce_eq
#print axioms HydrogenicNuclearScreening.screening_complete_iff
#print axioms HydrogenicNuclearScreening.hydrogen_screening
```

```
'HydrogenicNuclearScreening.response_equation' depends on axioms: [propext, Classical.choice, Quot.sound]
'HydrogenicNuclearScreening.nuclearForce_eq' depends on axioms: [propext, Classical.choice, Quot.sound]
'HydrogenicNuclearScreening.screening_complete_iff' depends on axioms: [propext, Classical.choice, Quot.sound]
'HydrogenicNuclearScreening.hydrogen_screening' depends on axioms: [propext, Classical.choice, Quot.sound]
```
